# Free energy never rises under mean-field Glauber relaxation with symmetric couplings

If the free energy could rise during a relaxation, the magnetizations might leave a state, return to it and cycle for ever. Following the motion would then be no guide to states of lower free energy. For mean-field Glauber relaxation at a fixed temperature T > 0, with constant external fields, constant symmetric couplings and all initial magnetizations strictly between −1 and 1, this cannot happen: the mean-field free energy never increases, and it drops strictly from every state that is not self-consistent.

## A sum that is never positive

Take finitely many sites i with magnetizations m_i, couplings J_ij and external fields h_i. Temperature T is measured in energy units. The local field is

b_i = Σ_j J_ij m_j + h_i.

In the relaxation, each spin moves at unit rate towards the equilibrium value it would have in its present local field:

dm_i/dt = tanh(b_i/T) − m_i.

This equation is postulated. It stands for stochastic spin flips with the fluctuations of the local field neglected.

For |m_i| < 1 put a_i = artanh m_i = ½[ln(1 + m_i) − ln(1 − m_i)]. Then e^(2a_i) = (1 + m_i)/(1 − m_i), and

tanh a_i = (e^(2a_i) − 1)/(e^(2a_i) + 1) = m_i.

The hyperbolic tangent is strictly increasing, because for x < y

tanh y − tanh x = sinh(y − x)/(cosh x cosh y) > 0.

If a_i < b_i/T, then T a_i − b_i < 0 and tanh(b_i/T) − m_i > 0. If a_i > b_i/T, both signs are reversed. If a_i = b_i/T, both factors vanish. Therefore

Σ_i (T artanh m_i − b_i)(tanh(b_i/T) − m_i) ≤ 0.

No term is positive, so the sum is zero exactly when every term is, that is, when m_i = tanh(b_i/T) at every site. Symmetry of J has not been used.

## The sum is the rate of change of the free energy

The mean-field free energy is

F = −½ Σ_ij J_ij m_i m_j − Σ_i h_i m_i + T Σ_i s(m_i),

s(m) = ((1 + m)/2) ln((1 + m)/2) + ((1 − m)/2) ln((1 − m)/2).

Differentiating the logarithms in s gives ½ − ½ = 0, which leaves s′(m) = artanh m. If the magnetizations change at rates v_i, the pair energy changes at the rate

−½ Σ_ij J_ij (v_i m_j + m_i v_j) = −Σ_ij J_ij v_i m_j,

where J_ij = J_ji makes the two halves equal. Hence

dF/dt = Σ_i (T artanh m_i − b_i) v_i.

With v_i = tanh(b_i/T) − m_i this is the sum above.

The magnetizations must also stay inside (−1, 1). For σ = ±1,

d/dt [e^t (1 + σ m_i)] = e^t (1 + σ tanh(b_i/T)) > 0,

so 1 + σ m_i(t) ≥ e^(−t) (1 + σ m_i(0)) > 0 for t ≥ 0. Thus dF/dt ≤ 0 at all later times.

Finally, suppose F has the same value at two times t₁ < t₂. Since F never increases, it is constant on [t₁, t₂], so dF/dt = 0 at time t₁, and the state at t₁ is self-consistent. From any other state F drops strictly.

## The model in Lean

The finite type `ι` is the set of sites.

```lean
import Mathlib

open Finset

namespace MeanFieldGlauber

noncomputable section

variable {ι : Type*} [Fintype ι]
```

The inverse hyperbolic tangent is defined by its logarithmic formula.

```lean
/-- The inverse hyperbolic tangent, written with logarithms. -/
def atanh (m : ℝ) : ℝ := (Real.log (1 + m) - Real.log (1 - m)) / 2
```

The local field includes any diagonal element J_ii; none is required to vanish.

```lean
/-- The local field `b_i = ∑ j, J_ij m_j + h_i` acting on site `i`. -/
def localField (J : Matrix ι ι ℝ) (h m : ι → ℝ) (i : ι) : ℝ := ∑ j, J i j * m j + h i
```

The entropy term is s(m), the negative of the mixing entropy of one spin.

```lean
/-- Minus the mixing entropy of one spin with magnetization `m`. -/
def negEntropy (m : ℝ) : ℝ :=
  (1 + m) / 2 * Real.log ((1 + m) / 2) + (1 - m) / 2 * Real.log ((1 - m) / 2)
```

In the free energy, the factor 1/2 makes the double sum count each pair of distinct sites once.

```lean
/-- The mean-field free energy: pair energy, field energy and entropy term. -/
def freeEnergy (T : ℝ) (J : Matrix ι ι ℝ) (h m : ι → ℝ) : ℝ :=
  -(1 / 2) * ∑ i, ∑ j, J i j * (m i * m j) - ∑ i, h i * m i + T * ∑ i, negEntropy (m i)
```

Self-consistency is the mean-field equation at every site. It does not say that the state minimises F.

```lean
/-- A state is self-consistent if `m_i = tanh (b_i / T)` at every site. -/
def SelfConsistent (T : ℝ) (J : Matrix ι ι ℝ) (h m : ι → ℝ) : Prop :=
  ∀ i, m i = Real.tanh (localField J h m i / T)
```

A relaxation is a given function of time that satisfies the rate equation for all t ≥ 0. The derivative at t = 0 is two-sided, so the path must extend slightly to negative times, where no equation is imposed.

```lean
/-- Mean-field Glauber dynamics: `dm_i/dt = tanh (b_i / T) - m_i` for all times `t ≥ 0`. -/
def IsRelaxation (T : ℝ) (J : Matrix ι ι ℝ) (h : ι → ℝ) (m : ℝ → ι → ℝ) : Prop :=
  ∀ t ∈ Set.Ici (0 : ℝ), ∀ i,
    HasDerivAt (fun s => m s i) (Real.tanh (localField J h (m t) i / T) - m t i) t
```

## The dissipation inequality

The first lemma shows that tanh inverts the logarithmic formula. It combines e^(2a)(1 − m) = 1 + m with e^a e^(−a) = 1.

```lean
/-- On magnetizations strictly between -1 and 1, `atanh` is inverted by `tanh`. -/
theorem tanh_atanh {m : ℝ} (hm : |m| < 1) : Real.tanh (atanh m) = m := by
  obtain ⟨h1, h2⟩ := abs_lt.1 hm
  have hp : 0 < 1 + m := by linarith
  have hq : 0 < 1 - m := by linarith
  have huu : Real.exp (atanh m) * Real.exp (atanh m) * (1 - m) = 1 + m := by
    rw [← Real.exp_add, show atanh m + atanh m = Real.log (1 + m) - Real.log (1 - m) by
      unfold atanh; ring, Real.exp_sub, Real.exp_log hp, Real.exp_log hq,
      div_mul_cancel₀ _ hq.ne']
  have huv : Real.exp (atanh m) * Real.exp (-atanh m) = 1 := by
    rw [← Real.exp_add, add_neg_cancel, Real.exp_zero]
  rw [Real.tanh_eq_sinh_div_cosh, div_eq_iff (Real.cosh_pos _).ne', Real.sinh_eq, Real.cosh_eq]
  linear_combination (Real.exp (-atanh m) / 2) * huu
    - (Real.exp (atanh m) * (1 - m) / 2) * huv
```

Monotonicity follows by clearing the positive denominators and using sinh(y − x) > 0.

```lean
/-- The hyperbolic tangent is strictly increasing. -/
theorem tanh_increasing {x y : ℝ} (hxy : x < y) : Real.tanh x < Real.tanh y := by
  rw [Real.tanh_eq_sinh_div_cosh, Real.tanh_eq_sinh_div_cosh,
    div_lt_div_iff₀ (Real.cosh_pos x) (Real.cosh_pos y)]
  have h := Real.sinh_pos_iff.2 (sub_pos.2 hxy)
  rw [Real.sinh_sub] at h
  linarith
```

The three cases at one site become a trichotomy between `atanh m` and `b / T`.

```lean
/-- For `T > 0` and `m` strictly between -1 and 1, the product of `T * atanh m - b` and the
relaxation rate `tanh (b / T) - m` is never positive, and it vanishes exactly when `m = tanh (b /
T)`. -/
theorem site_dissipation {T m : ℝ} (b : ℝ) (hT : 0 < T) (hm : |m| < 1) :
    (T * atanh m - b) * (Real.tanh (b / T) - m) ≤ 0 ∧
      ((T * atanh m - b) * (Real.tanh (b / T) - m) = 0 ↔ m = Real.tanh (b / T)) := by
  rcases lt_trichotomy (atanh m) (b / T) with h | h | h
  · have h1 := tanh_increasing h
    rw [tanh_atanh hm] at h1
    rw [lt_div_iff₀ hT] at h
    have h3 := mul_neg_of_neg_of_pos (show T * atanh m - b < 0 by linarith) (sub_pos.2 h1)
    exact ⟨h3.le, fun h0 => absurd h0 h3.ne, fun h0 => absurd h0 h1.ne⟩
  · have h1 : m = Real.tanh (b / T) := by rw [← h, tanh_atanh hm]
    rw [← h1]
    simp
  · have h1 := tanh_increasing h
    rw [tanh_atanh hm] at h1
    rw [div_lt_iff₀ hT] at h
    have h3 := mul_neg_of_pos_of_neg (show 0 < T * atanh m - b by linarith) (sub_neg.2 h1)
    exact ⟨h3.le, fun h0 => absurd h0 h3.ne, fun h0 => absurd h0 h1.ne'⟩
```

Summation gives the inequality together with its equality case, for an arbitrary real matrix `J`.

```lean
/-- For `T > 0` and magnetizations strictly between -1 and 1, the sum over sites of `T * atanh m_i -
b_i` times the relaxation rate `tanh (b_i / T) - m_i` is never positive, and it vanishes exactly at
the self-consistent states. -/
theorem total_dissipation {T : ℝ} (J : Matrix ι ι ℝ) (h : ι → ℝ) {m : ι → ℝ} (hT : 0 < T)
    (hm : ∀ i, |m i| < 1) :
    ∑ i, (T * atanh (m i) - localField J h m i) *
        (Real.tanh (localField J h m i / T) - m i) ≤ 0 ∧
      (∑ i, (T * atanh (m i) - localField J h m i) *
        (Real.tanh (localField J h m i / T) - m i) = 0 ↔ SelfConsistent T J h m) := by
  have hs := fun i => site_dissipation (localField J h m i) hT (hm i)
  refine ⟨Finset.sum_nonpos fun i _ => (hs i).1, ?_⟩
  rw [Finset.sum_eq_zero_iff_of_nonpos fun i _ => (hs i).1]
  exact ⟨fun H i => (hs i).2.1 (H i (mem_univ i)), fun H i _ => (hs i).2.2 (H i)⟩
```

## From dissipation to decreasing free energy

The entropy derivative is stated along a path. The terms `c1` and `c2` are the contributions that cancel.

```lean
/-- When the magnetization `f` of a spin lies strictly between -1 and 1 and changes at the rate `v`,
minus its mixing entropy changes at the rate `atanh f * v`. -/
theorem hasDerivAt_negEntropy {f : ℝ → ℝ} {v t : ℝ} (hf : HasDerivAt f v t) (hm : |f t| < 1) :
    HasDerivAt (fun s => negEntropy (f s)) (atanh (f t) * v) t := by
  obtain ⟨h1, h2⟩ := abs_lt.1 hm
  have hp : 1 + f t ≠ 0 := by linarith
  have hq : 1 - f t ≠ 0 := by linarith
  have hp2 : (1 + f t) / 2 ≠ 0 := div_ne_zero hp two_ne_zero
  have hq2 : (1 - f t) / 2 ≠ 0 := div_ne_zero hq two_ne_zero
  have dp : HasDerivAt (fun s => (1 + f s) / 2) (v / 2) t := (hf.const_add 1).div_const 2
  have dq : HasDerivAt (fun s => (1 - f s) / 2) (-v / 2) t := (hf.const_sub 1).div_const 2
  have H := (dp.fun_mul (dp.log hp2)).fun_add (dq.fun_mul (dq.log hq2))
  have c1 : (1 + f t) / 2 * (v / 2 / ((1 + f t) / 2)) = v / 2 := by
    rw [mul_comm, div_mul_cancel₀ _ hp2]
  have c2 : (1 - f t) / 2 * (-v / 2 / ((1 - f t) / 2)) = -v / 2 := by
    rw [mul_comm, div_mul_cancel₀ _ hq2]
  -- the terms from differentiating the logarithms cancel
  have e : v / 2 * Real.log ((1 + f t) / 2) + (1 + f t) / 2 * (v / 2 / ((1 + f t) / 2))
      + (-v / 2 * Real.log ((1 - f t) / 2) + (1 - f t) / 2 * (-v / 2 / ((1 - f t) / 2)))
      = atanh (f t) * v := by
    rw [c1, c2, Real.log_div hp two_ne_zero, Real.log_div hq two_ne_zero]
    unfold atanh
    ring
  unfold negEntropy
  exact H.congr_deriv e
```

The chain rule for F uses `hJ : J.IsSymm` in the step `hsym`, which exchanges the summation indices.

```lean
/-- For symmetric couplings and magnetizations strictly between -1 and 1, the free energy changes
along a path with velocity `v` at the rate `∑ i, (T atanh m_i - b_i) v_i`. -/
theorem hasDerivAt_freeEnergy (T : ℝ) {J : Matrix ι ι ℝ} (hJ : J.IsSymm) (h : ι → ℝ)
    {m : ℝ → ι → ℝ} {v : ι → ℝ} {t : ℝ} (hm : ∀ i, |m t i| < 1)
    (hv : ∀ i, HasDerivAt (fun s => m s i) (v i) t) :
    HasDerivAt (fun s => freeEnergy T J h (m s))
      (∑ i, (T * atanh (m t i) - localField J h (m t) i) * v i) t := by
  have h1 : HasDerivAt (fun s => ∑ i, ∑ j, J i j * (m s i * m s j))
      (∑ i, ∑ j, J i j * (v i * m t j + m t i * v j)) t :=
    HasDerivAt.fun_sum fun i _ => HasDerivAt.fun_sum fun j _ =>
      ((hv i).fun_mul (hv j)).const_mul (J i j)
  have h2 : HasDerivAt (fun s => ∑ i, h i * m s i) (∑ i, h i * v i) t :=
    HasDerivAt.fun_sum fun i _ => (hv i).const_mul (h i)
  have h3 : HasDerivAt (fun s => ∑ i, negEntropy (m s i)) (∑ i, atanh (m t i) * v i) t :=
    HasDerivAt.fun_sum fun i _ => hasDerivAt_negEntropy (hv i) (hm i)
  have H := ((h1.const_mul (-(1 / 2))).fun_sub h2).fun_add (h3.const_mul T)
  unfold freeEnergy
  refine H.congr_deriv ?_
  -- symmetry of `J` makes the two halves of the pair term equal
  have hsym : ∑ i, ∑ j, J i j * (m t i * v j) = ∑ i, ∑ j, J i j * (v i * m t j) := by
    rw [Finset.sum_comm]
    refine Finset.sum_congr rfl fun i _ => Finset.sum_congr rfl fun j _ => ?_
    rw [hJ.apply i j]
    ring
  have hsplit : ∑ i, ∑ j, J i j * (v i * m t j + m t i * v j)
      = 2 * ∑ i, ∑ j, J i j * (v i * m t j) := by
    simp only [mul_add, Finset.sum_add_distrib]
    linarith [hsym]
  have hb : ∑ i, (T * atanh (m t i) - localField J h (m t) i) * v i
      = T * ∑ i, atanh (m t i) * v i - ∑ i, ∑ j, J i j * (v i * m t j) - ∑ i, h i * v i := by
    rw [Finset.mul_sum, ← Finset.sum_sub_distrib, ← Finset.sum_sub_distrib]
    refine Finset.sum_congr rfl fun i _ => ?_
    have hi : ∑ j, J i j * (v i * m t j) = (∑ j, J i j * m t j) * v i := by
      rw [Finset.sum_mul]
      exact Finset.sum_congr rfl fun j _ => by ring
    rw [hi]
    unfold localField
    ring
  rw [hsplit, hb]
  ring
```

The bound on the magnetizations treats both signs σ at once. It needs neither symmetry nor positive temperature.

```lean
/-- Magnetizations that start strictly between -1 and 1 stay there during the relaxation. -/
theorem relaxation_stays_physical {T : ℝ} {J : Matrix ι ι ℝ} {h : ι → ℝ} {m : ℝ → ι → ℝ}
    (hm : IsRelaxation T J h m) (h0 : ∀ i, |m 0 i| < 1) {t : ℝ} (ht : 0 ≤ t) (i : ι) :
    |m t i| < 1 := by
  have htanh : ∀ x : ℝ, -1 < Real.tanh x ∧ Real.tanh x < 1 := fun x => by
    rw [Real.tanh_eq_sinh_div_cosh, lt_div_iff₀ (Real.cosh_pos x),
      div_lt_iff₀ (Real.cosh_pos x), Real.sinh_eq, Real.cosh_eq]
    constructor <;> linarith [Real.exp_pos x, Real.exp_pos (-x)]
  -- `exp t * (1 ± m_i)` never decreases
  have key : ∀ σ : ℝ, σ = 1 ∨ σ = -1 → 0 < 1 + σ * m t i := by
    intro σ hσ
    have hd : ∀ u ∈ Set.Ici (0 : ℝ), HasDerivAt (fun s => Real.exp s * (1 + σ * m s i))
        (Real.exp u * (1 + σ * Real.tanh (localField J h (m u) i / T))) u := fun u hu =>
      ((Real.hasDerivAt_exp u).fun_mul (((hm u hu i).const_mul σ).const_add 1)).congr_deriv
        (by ring)
    have mono := monotoneOn_of_deriv_nonneg (convex_Ici (0 : ℝ))
      (fun u hu => (hd u hu).continuousAt.continuousWithinAt)
      (fun u hu => (hd u (interior_subset hu)).differentiableAt.differentiableWithinAt)
      (fun u hu => by
        rw [(hd u (interior_subset hu)).deriv]
        refine mul_nonneg (Real.exp_pos u).le ?_
        have hx := htanh (localField J h (m u) i / T)
        rcases hσ with rfl | rfl <;> linarith [hx.1, hx.2])
    have hle : Real.exp 0 * (1 + σ * m 0 i) ≤ Real.exp t * (1 + σ * m t i) :=
      mono (Set.mem_Ici.2 le_rfl) (Set.mem_Ici.2 ht) ht
    rw [Real.exp_zero, one_mul] at hle
    have hpos : 0 < 1 + σ * m 0 i := by
      have hx := abs_lt.1 (h0 i)
      rcases hσ with rfl | rfl <;> linarith [hx.1, hx.2]
    exact (mul_pos_iff_of_pos_left (Real.exp_pos t)).1 (hpos.trans_le hle)
  have k1 := key 1 (Or.inl rfl)
  have k2 := key (-1) (Or.inr rfl)
  exact abs_lt.2 ⟨by linarith, by linarith⟩
```

The main theorem joins these results. `AntitoneOn` says that F never increases for t ≥ 0. For the strict part, `hconst` establishes constancy between the two times, and uniqueness of the derivative on the interval then gives zero dissipation at the earlier time `s`.

```lean
/-- Under mean-field Glauber relaxation with `T > 0`, symmetric couplings and initial magnetizations
strictly between -1 and 1, the free energy never increases for times `t ≥ 0`, and from any state
reached that is not self-consistent it strictly decreases. -/
theorem freeEnergy_decreases {T : ℝ} {J : Matrix ι ι ℝ} {h : ι → ℝ} {m : ℝ → ι → ℝ}
    (hT : 0 < T) (hJ : J.IsSymm) (hm : IsRelaxation T J h m) (h0 : ∀ i, |m 0 i| < 1) :
    AntitoneOn (fun t => freeEnergy T J h (m t)) (Set.Ici 0) ∧
      ∀ s t, 0 ≤ s → s < t → ¬ SelfConsistent T J h (m s) →
        freeEnergy T J h (m t) < freeEnergy T J h (m s) := by
  have hin : ∀ u ∈ Set.Ici (0 : ℝ), ∀ i, |m u i| < 1 := fun u hu i =>
    relaxation_stays_physical hm h0 hu i
  have hd := fun (u : ℝ) (hu : u ∈ Set.Ici (0 : ℝ)) =>
    hasDerivAt_freeEnergy T hJ h (hin u hu) (hm u hu)
  have anti : AntitoneOn (fun t => freeEnergy T J h (m t)) (Set.Ici 0) :=
    antitoneOn_of_deriv_nonpos (convex_Ici (0 : ℝ))
      (fun u hu => (hd u hu).continuousAt.continuousWithinAt)
      (fun u hu => (hd u (interior_subset hu)).differentiableAt.differentiableWithinAt)
      (fun u hu => by
        rw [(hd u (interior_subset hu)).deriv]
        exact (total_dissipation J h hT (hin u (interior_subset hu))).1)
  refine ⟨anti, fun s t hs hst hns => ?_⟩
  have ht : 0 ≤ t := hs.trans hst.le
  refine lt_of_le_of_ne (anti hs ht hst.le) fun heq => hns ?_
  -- equal values at `s` and `t` force a constant free energy in between
  have hconst : ∀ u ∈ Set.Icc s t, freeEnergy T J h (m u) = freeEnergy T J h (m s) :=
    fun u hu => le_antisymm (anti hs (hs.trans hu.1) hu.1)
      (heq.symm.le.trans (anti (hs.trans hu.1) ht hu.2))
  have hleft : s ∈ Set.Icc s t := ⟨le_rfl, hst.le⟩
  have hz : HasDerivWithinAt (fun u => freeEnergy T J h (m u)) 0 (Set.Icc s t) s :=
    (hasDerivWithinAt_const s _ (freeEnergy T J h (m s))).congr hconst (hconst s hleft)
  exact (total_dissipation J h hT (hin s hs)).2.1
    ((uniqueDiffOn_Icc hst s hleft).eq_deriv _ (hd s hs).hasDerivWithinAt hz)
```

The theorem concerns a solution that is already given; existence of solutions and convergence to a limit are separate questions. It offers a check on numerical integration of these rate equations: if the assumptions of the theorem hold and T, J and h are kept fixed during the run, a rise of F comes from the numerics or the code, not from the equations. When the temperature or the fields are changed during the run, F can rise without any error.

## A relaxing three-spin chain

An open chain with sites 0, 1, 2 and nearest-neighbour coupling K shows that the assumptions can be met by an interacting system.

```lean
/-- Couplings of an open chain of three spins with nearest-neighbour strength `K`. -/
def chainJ (K : ℝ) : Matrix (Fin 3) (Fin 3) ℝ := !![0, K, 0; K, 0, K; 0, K, 0]
```

The chosen path is m_0 = ½e^(−t), m_1 = 0, m_2 = −½e^(−t).

```lean
/-- Opposite end magnetizations that decay exponentially, with zero in the middle. -/
def chainState (t : ℝ) (i : Fin 3) : ℝ := (![1 / 2, 0, -(1 / 2)] : Fin 3 → ℝ) i * Real.exp (-t)
```

The end spins feel only the middle one, which is zero, and their own fields on the middle spin cancel. All local fields therefore vanish, and the rate equation reduces to dm_i/dt = −m_i, which the path satisfies. The end magnetizations are never zero, so no state on the path is self-consistent, and for T > 0 the main theorem makes F strictly decreasing along it.

```lean
/-- The three-spin chain without external field has symmetric couplings, and `chainState` is a
Glauber relaxation of it that starts strictly between -1 and 1. -/
theorem relaxation_witness (T K : ℝ) :
    (chainJ K).IsSymm ∧ (∀ i, |chainState 0 i| < 1) ∧
      IsRelaxation T (chainJ K) 0 chainState := by
  refine ⟨?_, ?_, ?_⟩
  · ext i j
    fin_cases i <;> fin_cases j <;> simp [chainJ]
  · intro i
    rw [abs_lt]
    fin_cases i <;> norm_num [chainState]
  · intro t _ i
    -- the fields of the two end spins cancel in the middle
    have hb : localField (chainJ K) 0 (chainState t) i = 0 := by
      fin_cases i <;> simp [localField, chainJ, chainState, Fin.sum_univ_three]
    rw [hb, zero_div, Real.tanh_zero]
    have he : HasDerivAt (fun s => chainState s i) _ t :=
      ((hasDerivAt_id' t).fun_neg.exp).const_mul ((![1 / 2, 0, -(1 / 2)] : Fin 3 → ℝ) i)
    refine he.congr_deriv ?_
    unfold chainState
    ring

end

end MeanFieldGlauber
```

```lean
#print axioms MeanFieldGlauber.freeEnergy_decreases
```

```
'MeanFieldGlauber.freeEnergy_decreases' depends on axioms: [propext, Classical.choice, Quot.sound]
```
